# Dicke and W states as matrix product states of bond dimension k + 1

Take $A^0=\mathbb 1$ and $A^1=S$, where $S$ is the upper shift matrix of size $k+1$. For every bit string $s=(s_0,\dots,s_{n-1})$,

$$\left(A^{s_0}A^{s_1}\cdots A^{s_{n-1}}\right)_{0k}=\begin{cases}1 & \text{if exactly } k \text{ of the bits are } 1,\\ 0 & \text{otherwise.}\end{cases}$$

These numbers are the amplitudes of the unnormalised Dicke state with $k$ excitations on $n$ two-level sites, and $k=1$ gives the W state. If the chain can be cut into two parts of at least $k$ sites each, no open-boundary matrix product state (MPS) whose largest bond dimension is below $k+1$ represents the same state exactly. For $0<k<n$ the state is entangled, and its amplitudes are known exactly, so the output of a tensor-network code for qubit chains can be compared with them.

## The matrices and the amplitude

The matrices are complex, and their rows and columns are numbered from 0, as are the sites.

```lean
import Mathlib

open Matrix Finset

namespace DickeMPS

noncomputable section
```

The bond index takes the values $0,\dots,k$. The shift has entries

$$S_{ij}=\begin{cases}1 & \text{if } i+1=j,\\ 0 & \text{otherwise.}\end{cases}$$

```lean
/-- The upper shift matrix on the `k + 1` bond levels `0, …, k`. -/
def shift (k : ℕ) : Matrix (Fin (k + 1)) (Fin (k + 1)) ℂ :=
  Matrix.of fun i j => if i.val + 1 = j.val then 1 else 0
```

Read from left to right, $S$ takes bond level $i$ to level $i+1$. The bond therefore acts as a counter: a 0 leaves the count alone and a 1 raises it by one.

```lean
/-- The site matrices: the identity for bit 0 and the upper shift for bit 1. -/
def siteMatrix (k : ℕ) : Bool → Matrix (Fin (k + 1)) (Fin (k + 1)) ℂ
  | false => 1
  | true => shift k
```

In Lean a bit is a `Bool`, with `false` for 0 and `true` for 1, and a string on $n$ sites is a function `Fin n → Bool`. Its excitation number $|s|$ is the number of sites that carry a 1.

```lean
/-- The number of sites of a bit string that carry a 1. -/
def excitations {n : ℕ} (s : Fin n → Bool) : ℕ :=
  (univ.filter fun i => s i = true).card
```

Matrices do not commute in general, so the product along the chain needs a definite order. For site matrices $B_x^{b}$ of size $D$, which may differ from site to site, it is

$$M_B(s)=B_0^{s_0}B_1^{s_1}\cdots B_{n-1}^{s_{n-1}}.$$

```lean
/-- The product, from left to right along the chain, of the matrices selected by a bit string. -/
def orderedProduct {n D : ℕ} (B : Fin n → Bool → Matrix (Fin D) (Fin D) ℂ)
    (s : Fin n → Bool) : Matrix (Fin D) (Fin D) ℂ :=
  (List.ofFn fun i => B i (s i)).prod
```

The list product keeps this order, and an empty chain gives the identity. The Dicke construction uses the same pair $A^0,A^1$ at every site and reads off one corner:

$$a_k(s)=\left(A^{s_0}\cdots A^{s_{n-1}}\right)_{0k}.$$

```lean
/-- The amplitude of a bit string: entry `(0, k)` of the ordered product of site matrices. -/
def amplitude (k : ℕ) {n : ℕ} (s : Fin n → Bool) : ℂ :=
  orderedProduct (fun _ => siteMatrix k) s 0 (Fin.last k)
```

Here `Fin.last k` is the bond level $k$. The corner entry says that the counter starts at 0 and must end at $k$.

A mistake that is easy to make is to close the chain with a trace, as for a periodic MPS. Since $\operatorname{tr}S^m=0$ for $m\ge 1$ and $\operatorname{tr}\mathbb 1=k+1$, the trace would give $k+1$ times the all-zero string, whatever number of excitations was wanted.

## Powers of the shift

The powers satisfy

$$(S^m)_{ij}=\begin{cases}1 & \text{if } i+m=j,\\ 0 & \text{otherwise.}\end{cases}$$

For $m=0$ this is the identity matrix. For the induction step write

$$(S^{m+1})_{ij}=\sum_x S_{ix}(S^m)_{xj}.$$

If $i<k$, only $x=i+1$ contributes, and the sum is 1 exactly when $i+1+m=j$. If $i=k$, row $i$ of $S$ is zero, and $i+m+1=j$ is impossible because $j\le k$.

```lean
/-- The `m`-th power of the shift connects level `i` to level `i + m` and nothing else. -/
theorem shift_pow_apply (k m : ℕ) (i j : Fin (k + 1)) :
    (shift k ^ m) i j = if i.val + m = j.val then 1 else 0 := by
  induction m generalizing i j with
  | zero => simp [Matrix.one_apply, Fin.ext_iff]
  | succ m ih =>
    rw [pow_succ', Matrix.mul_apply]
    have hS : ∀ a b : Fin (k + 1), shift k a b = if a.val + 1 = b.val then 1 else 0 :=
      fun _ _ => rfl
    simp only [ih, hS]
    by_cases h : i.val + 1 < k + 1
    · -- only the intermediate level `i + 1` contributes
      rw [Finset.sum_eq_single (⟨i.val + 1, h⟩ : Fin (k + 1))]
      · have e : (i.val + 1 + m = j.val) ↔ (i.val + (m + 1) = j.val) := by omega
        simp only [e, if_true, one_mul]
      · intro x _ hx
        have hne : ¬ (i.val + 1 = x.val) := fun e => hx (Fin.ext e.symm)
        rw [if_neg hne, zero_mul]
      · intro hn
        exact absurd (Finset.mem_univ _) hn
    · have hr : ¬ (i.val + (m + 1) = j.val) := by
        have := j.isLt
        omega
      rw [if_neg hr]
      apply Finset.sum_eq_zero
      intro x _
      have hne : ¬ (i.val + 1 = x.val) := by
        have := x.isLt
        omega
      rw [if_neg hne, zero_mul]
```

The case split on `i.val + 1 < k + 1` is the distinction between $i<k$ and $i=k$. In the first case `Finset.sum_eq_single` keeps the one surviving level, and in the second `Finset.sum_eq_zero` removes every term.

## The product counts excitations

Each 0 contributes a factor $\mathbb 1=S^0$ and each 1 a factor $S$, so

$$A^{s_0}\cdots A^{s_{n-1}}=S^{|s|}.$$

By induction on the length: the empty product is $S^0$. For $n+1$ sites, let $s'$ be the string without its first bit. Then $|s|=s_0+|s'|$, and

$$A^{s_0}S^{|s'|}=S^{s_0}S^{|s'|}=S^{|s|}.$$

```lean
/-- The ordered product along a bit string is the shift raised to the number of excitations. -/
theorem orderedProduct_eq_pow (k : ℕ) {n : ℕ} (s : Fin n → Bool) :
    orderedProduct (fun _ => siteMatrix k) s = shift k ^ excitations s := by
  induction n with
  | zero => simp [orderedProduct, excitations]
  | succ n ih =>
    have h := ih (fun i => s i.succ)
    unfold orderedProduct excitations at h ⊢
    rw [Finset.card_filter] at h ⊢
    rw [List.ofFn_succ, List.prod_cons, h, Fin.sum_univ_succ, pow_add]
    congr 1
    cases s 0 <;> simp [siteMatrix]
```

The proof splits off the first site from both the list of matrices and the count. After `pow_add`, only $A^{s_0}=S^{s_0}$ remains, and `cases s 0` checks it for both bit values.

Setting $i=0$, $j=k$ and $m=|s|$ in the formula for the powers gives the main result:

$$a_k(s)=(S^{|s|})_{0k}=\begin{cases}1 & \text{if } |s|=k,\\ 0 & \text{otherwise.}\end{cases}$$

```lean
/-- **Dicke state as a matrix product state.** The amplitude of a bit string is 1 if exactly
`k` of its bits are 1, and 0 otherwise. -/
theorem amplitude_eq (k : ℕ) {n : ℕ} (s : Fin n → Bool) :
    amplitude k s = if excitations s = k then 1 else 0 := by
  rw [amplitude, orderedProduct_eq_pow, shift_pow_apply]
  simp
```

The theorem holds for all $k$ and $n$. For $k=0$ the shift is the $1\times1$ zero matrix, and only the all-zero string survives. For $k>n$ every amplitude vanishes, so the matrices then describe the zero vector and not a state.

As an instance take $n=3$ and $k=2$, where

$$S=\begin{pmatrix}0&1&0\\0&0&1\\0&0&0\end{pmatrix},\qquad S^2=\begin{pmatrix}0&0&1\\0&0&0\\0&0&0\end{pmatrix},\qquad S^3=0.$$

The string 101 gives $S\,\mathbb 1\,S=S^2$, whose $(0,2)$ entry is 1. The string 100 gives $S$, whose $(0,2)$ entry is 0, and 111 gives $S^3=0$. The strings with amplitude 1 are 110, 101 and 011.

## The norm

Every amplitude is 0 or 1, so the squared norm counts the strings with $k$ excitations. Such a string is fixed by the set of its excited sites, which is any $k$-element subset of the $n$ sites. Hence

$$\sum_s |a_k(s)|^2=\binom nk.$$

```lean
/-- The squared norm of the state on `n` sites is the binomial coefficient `n` choose `k`. -/
theorem norm_sq_eq_choose (n k : ℕ) :
    ∑ s : Fin n → Bool, ‖amplitude k s‖ ^ 2 = (n.choose k : ℝ) := by
  -- strings with `k` excitations correspond to `k`-element sets of sites
  have hc : (univ.filter fun s : Fin n → Bool => excitations s = k).card = n.choose k := by
    have h := Finset.card_powersetCard k (univ : Finset (Fin n))
    rw [Finset.card_univ, Fintype.card_fin] at h
    rw [← h]
    apply Finset.card_bij (fun s _ => univ.filter fun i => s i = true)
    · intro s hs
      exact Finset.mem_powersetCard.mpr ⟨Finset.subset_univ _, (Finset.mem_filter.mp hs).2⟩
    · intro s _ t _ hst
      funext i
      have hi := Finset.ext_iff.mp hst i
      simp only [Finset.mem_filter, Finset.mem_univ, true_and] at hi
      exact Bool.eq_iff_iff.mpr hi
    · intro T hT
      refine ⟨fun i => decide (i ∈ T), ?_, ?_⟩
      · refine Finset.mem_filter.mpr ⟨Finset.mem_univ _, ?_⟩
        have hk := (Finset.mem_powersetCard.mp hT).2
        simpa [excitations] using hk
      · simp
  rw [← hc, Finset.card_filter, Nat.cast_sum]
  apply Finset.sum_congr rfl
  intro s _
  rw [amplitude_eq]
  by_cases h : excitations s = k <;> simp [h]
```

`Finset.card_bij` carries out this matching: a string goes to its set of excited sites, two strings with the same set agree at every site, and each $k$-element set comes from its indicator string. For $k\le n$ the normalised amplitudes are $a_k(s)/\sqrt{\binom nk}$. In the instance above the normalised state is $(|110\rangle+|101\rangle+|011\rangle)/\sqrt3$.

## The W state

Let $e^{(j)}$ be the string whose only 1 is at site $j$. A string has exactly one excitation if and only if it equals $e^{(j)}$ for some $j$, and this $j$ is then unique. Therefore

$$a_1(s)=\sum_{j=0}^{n-1}\delta_{s,e^{(j)}}.$$

```lean
/-- **W state.** For `k = 1`, with 2 × 2 matrices, the state is the sum over all sites `j` of
the basis state in which only the bit at `j` is 1. -/
theorem w_state {n : ℕ} (s : Fin n → Bool) :
    amplitude 1 s = ∑ j : Fin n, if s = (fun i => decide (i = j)) then 1 else 0 := by
  rw [amplitude_eq]
  by_cases h : excitations s = 1
  · obtain ⟨j, hj⟩ := Finset.card_eq_one.mp h
    have hs : ∀ i, s i = true ↔ i = j := by
      intro i
      have hi := Finset.ext_iff.mp hj i
      simpa only [Finset.mem_filter, Finset.mem_univ, true_and, Finset.mem_singleton] using hi
    have hsj : s = fun i => decide (i = j) := by
      funext i
      rw [Bool.eq_iff_iff, hs i, decide_eq_true_iff]
    rw [if_pos h, Finset.sum_eq_single j, if_pos hsj]
    · intro x _ hx
      refine if_neg fun e => hx ((hs x).mp ?_)
      rw [e]
      simp
    · intro hn
      exact absurd (Finset.mem_univ _) hn
  · rw [if_neg h]
    symm
    apply Finset.sum_eq_zero
    intro j _
    refine if_neg fun e => h ?_
    rw [e]
    simp [excitations, Finset.filter_eq']
```

If $|s|=1$, `Finset.card_eq_one` supplies the excited site $j$, and only that term of the sum is nonzero. If $|s|\ne1$, every term is zero. The site matrices are $2\times2$, and for $n\ge1$ division by $\sqrt n$ normalises the state.

## Why a smaller bond dimension does not suffice

Cut the chain into a left part of $l$ sites and a right part of $r$ sites, with $k\le l$ and $k\le r$. The argument needs strings on each part with any excitation number from 0 to $k$. A string with $m\le n$ excitations on $n$ sites is obtained by choosing $m$ sites and putting a 1 on each.

```lean
/-- Every excitation number up to the number of sites occurs in some bit string. -/
theorem exists_excitations {n m : ℕ} (h : m ≤ n) :
    ∃ s : Fin n → Bool, excitations s = m := by
  obtain ⟨T, _, hT⟩ := Finset.exists_subset_card_eq
    (s := (univ : Finset (Fin n))) (n := m) (by simpa using h)
  exact ⟨fun i => decide (i ∈ T), by simpa [excitations] using hT⟩
```

Joining a left string $s$ to a right string $t$ adds the counts: $|st|=|s|+|t|$.

```lean
/-- Excitation numbers add when two pieces of the chain are joined. -/
theorem excitations_append {l r : ℕ} (s : Fin l → Bool) (t : Fin r → Bool) :
    excitations (Fin.append s t) = excitations s + excitations t := by
  unfold excitations
  simp only [Finset.card_filter, Fin.sum_univ_add, Fin.append_left, Fin.append_right]
```

Now suppose that some open-boundary MPS with matrices of size $D$ and boundary vectors $u,v$ satisfies

$$u^{\mathsf T}M_B(s)\,v=c\,a_k(s)\quad\text{for all } s,\qquad c\neq0.$$

For $i,j=0,\dots,k$ choose a left string $f_i$ with $i$ excitations and a right string $g_j$ with $k-j$. Let $L_i$ and $R_j$ be the ordered products of the matrices $B$ over the left and right parts, evaluated on these strings. Define

$$P_{ia}=c^{-1}(u^{\mathsf T}L_i)_a,\qquad Q_{aj}=(R_jv)_a,$$

where $a$ runs over the $D$ bond levels at the cut. The joined string $f_ig_j$ has $i+k-j$ excitations, which equals $k$ exactly when $i=j$. So

$$(PQ)_{ij}=c^{-1}u^{\mathsf T}L_iR_jv=a_k(f_ig_j)=\delta_{ij}.$$

The identity of size $k+1$ thus factors through dimension $D$, and

$$k+1=\operatorname{rank}(PQ)\le\operatorname{rank}P\le D.$$

```lean
/-- **Optimal bond dimension.** If a chain can be cut into two parts of at least `k` sites each,
any open-boundary matrix product state, even with site-dependent matrices, that is a nonzero
multiple of the `k`-excitation Dicke state has bond dimension at least `k + 1`. -/
theorem bond_dimension_optimal {k l r D : ℕ} (hl : k ≤ l) (hr : k ≤ r)
    (B : Fin (l + r) → Bool → Matrix (Fin D) (Fin D) ℂ) (u v : Fin D → ℂ)
    {c : ℂ} (hc : c ≠ 0)
    (h : ∀ s, u ⬝ᵥ (orderedProduct B s *ᵥ v) = c * amplitude k s) :
    k + 1 ≤ D := by
  have hf : ∀ i : Fin (k + 1), ∃ s : Fin l → Bool, excitations s = i.val :=
    fun i => exists_excitations (by have := i.isLt; omega)
  have hg : ∀ j : Fin (k + 1), ∃ t : Fin r → Bool, excitations t = k - j.val :=
    fun j => exists_excitations (by omega)
  choose f hf using hf
  choose g hg using hg
  -- the left and right parts of the network, evaluated on the chosen strings
  let P : Matrix (Fin (k + 1)) (Fin D) ℂ := Matrix.of fun i a =>
    c⁻¹ * (u ᵥ* (List.ofFn fun x => B (Fin.castAdd r x) (f i x)).prod) a
  let Q : Matrix (Fin D) (Fin (k + 1)) ℂ := Matrix.of fun a j =>
    ((List.ofFn fun x => B (Fin.natAdd l x) (g j x)).prod *ᵥ v) a
  have hPQ : P * Q = 1 := by
    ext i j
    -- the list of matrices splits at the cut
    have hcat : (List.ofFn fun x => B x (Fin.append (f i) (g j) x)) =
        (List.ofFn fun x => B (Fin.castAdd r x) (f i x)) ++
          (List.ofFn fun x => B (Fin.natAdd l x) (g j x)) := by
      have hL : (fun x : Fin l => B (Fin.castAdd r x)
          (Fin.append (f i) (g j) (Fin.castAdd r x))) =
          fun x => B (Fin.castAdd r x) (f i x) := by
        funext x
        rw [Fin.append_left]
      have hR : (fun x : Fin r => B (Fin.natAdd l x)
          (Fin.append (f i) (g j) (Fin.natAdd l x))) =
          fun x => B (Fin.natAdd l x) (g j x) := by
        funext x
        rw [Fin.append_right]
      rw [List.ofFn_add]
      exact congrArg₂ (fun a b => List.ofFn a ++ List.ofFn b) hL hR
    have hij := h (Fin.append (f i) (g j))
    rw [amplitude_eq, excitations_append, hf, hg, orderedProduct, hcat,
      List.prod_append, ← Matrix.mulVec_mulVec, Matrix.dotProduct_mulVec] at hij
    simp only [dotProduct] at hij
    have e : (i.val + (k - j.val) = k) ↔ i = j := by
      have := j.isLt
      rw [Fin.ext_iff]
      omega
    simp only [P, Q, Matrix.mul_apply, Matrix.of_apply, mul_assoc]
    rw [← Finset.mul_sum, hij, Matrix.one_apply]
    by_cases hh : i = j
    · rw [if_pos (e.mpr hh), if_pos hh, mul_one, inv_mul_cancel₀ hc]
    · rw [if_neg (fun q => hh (e.mp q)), if_neg hh, mul_zero, mul_zero]
  -- an identity of size `k + 1` cannot factor through a smaller space
  have h1 : (P * Q).rank ≤ P.rank := Matrix.rank_mul_le_left P Q
  have h2 : P.rank ≤ Fintype.card (Fin D) := Matrix.rank_le_card_width P
  rw [hPQ, Matrix.rank_one, Fintype.card_fin] at h1
  rw [Fintype.card_fin] at h2
  exact h1.trans h2

end

end DickeMPS
```

The hypothesis `h` is the assumed equality of amplitudes for every string on `l + r` sites. The product `⬝ᵥ` involves no complex conjugation, so `u` enters as a plain row vector. The matrices in `B` may change from site to site, but all have the same size $D$. An MPS whose bond dimension varies along the chain, with rectangular matrices, takes this form when its matrices are padded with zeros, and $D$ is then its largest bond dimension.

In the proof, `choose` selects the strings $f_i$ and $g_j$, `hcat` splits the list of matrices at the cut, and `hPQ` establishes $PQ=\mathbb 1$. The last lines are the two rank inequalities. The matrices $A^0,A^1$, with $u$ and $v$ the unit vectors for levels 0 and $k$, have size exactly $k+1$, so the bound is attained. It concerns exact representation with open ends; approximate and periodic MPS are not treated.

The condition on the cut matters. Return to $n=3$, $k=2$, and take $l=2$, $r=1$, so that $k\le r$ fails. Use the $2\times2$ W matrices with their roles exchanged: the identity for bit 1 and the shift for bit 0. The $(0,1)$ entry of the product is then 1 exactly when one bit is 0, that is, when two bits are 1. This is the same Dicke state with $D=2$, below $k+1=3$.

The condition $c\ne0$ matters too. With $c=0$ the left side only has to vanish, and $D=1$ with $u=0$ achieves that for every $k$.

```lean
#print axioms DickeMPS.norm_sq_eq_choose
#print axioms DickeMPS.w_state
#print axioms DickeMPS.bond_dimension_optimal
```

```
'DickeMPS.norm_sq_eq_choose' depends on axioms: [propext, Classical.choice, Quot.sound]
'DickeMPS.w_state' depends on axioms: [propext, Classical.choice, Quot.sound]
'DickeMPS.bond_dimension_optimal' depends on axioms: [propext, Classical.choice, Quot.sound]
```
